# If one orbital vanishes at no grid point, the KLI equation and the HOMO condition fix exactly one potential

## Does the HOMO condition remove all the freedom in my KLI potential?

I use the Krieger–Li–Iafrate (KLI) approximation to replace orbital-dependent exchange potentials u_i by one local potential v. The unknown v also appears on the right-hand side, through its average in every orbital. I know that I may add a constant to v, and I fix that constant by matching the averages of v and u_i in the HOMO. But there is one unknown average per orbital, and most of my orbitals have nodes. How do I know that no other freedom is left, and that a solution exists at all?

## One constant is free, and the HOMO condition fixes it

On a finite grid, let the orbital densities be non-negative and each sum to 1, and let at least one orbital have a density that is nonzero at every grid point. Then exactly one potential satisfies both the KLI equation and the HOMO condition. The other orbitals may have nodes.

### Orbital variances leave only the constants

Let n_i(x) be the density of orbital i at grid point x, and n = Σ_i n_i. A bar denotes an orbital average, f̄_i = Σ_x n_i(x) f(x), and ū_i is the average of u_i in its own orbital. The KLI equation is

n(x) v(x) = Σ_i n_i(x) [u_i(x) + v̄_i − ū_i].

Moving the v̄_i terms to the left gives Kv = s, where

(Kw)(x) = Σ_i n_i(x) [w(x) − w̄_i],

s(x) = Σ_i n_i(x) [u_i(x) − ū_i].

Because each density sums to 1, a deviation from the average has average zero:

Σ_x n_i(x) [f(x) − f̄_i] = f̄_i − f̄_i = 0.

Hence Σ_x s(x) = 0, and Σ_x (Kw)(x) = 0 for every w. Now multiply Kw by w, sum over x, and write w = (w − w̄_i) + w̄_i in each orbital term:

Σ_x w(x)(Kw)(x) = Σ_i Σ_x n_i(x) [w(x) − w̄_i]² + Σ_i w̄_i Σ_x n_i(x) [w(x) − w̄_i].

The last sum vanishes, so the left side is the sum of the orbital variances of w. If Kw = 0, every variance is zero. In an orbital k with n_k(x) > 0 everywhere, this forces w(x) = w̄_k at every x, so w is constant. Conversely, K sends every constant to zero.

To obtain existence as well, let h be the HOMO and define

Tw = Kw + w̄_h n_h.

Summing over x gives Σ_x (Tw)(x) = w̄_h. If Tw = 0, then w̄_h = 0, so Kw = 0 and w is a constant c. Its average is c, hence c = 0. T is therefore injective and, on a finite grid, also surjective. Take the v with

Tv = s + ū_h n_h.

Summing both sides over x gives v̄_h = ū_h. The n_h terms then cancel and leave Kv = s, so v satisfies both conditions. Any other potential that does so obeys the same equation for T, and injectivity makes it equal to v.

### Two sites and two orbitals

Take sites a and b, with values listed in that order:

n_1 = (1/4, 3/4), n_2 = (3/4, 1/4),

u_1 = (−2, 0), u_2 = (−4, 0).

The values of u_1 and u_2 are chosen for easy arithmetic; they are not exchange potentials computed from these orbitals. Let orbital 2 be the HOMO. The averages are ū_1 = −1/2 and ū_2 = −3, so at site a

s(a) = (1/4)(−3/2) + (3/4)(−1) = −9/8.

With δ = v(a) − v(b), the deviations at a are v(a) − v̄_1 = 3δ/4 and v(a) − v̄_2 = δ/4. Thus

(Kv)(a) = (1/4)(3δ/4) + (3/4)(δ/4) = 3δ/8,

and δ = −3. The equation at b is the negative of the one at a and adds nothing. The HOMO condition v(b) + 3δ/4 = −3 gives

v = (−15/4, −3/4).

As a check at a, where n(a) = 1 and v̄_1 = −3/2, the right side of the KLI equation is (1/4)(−2 − 3/2 + 1/2) + (3/4)(−4) = −15/4.

### The statements in Lean

The Lean 4 file below contains the general argument and three related results.

```lean
import Mathlib

open Finset

namespace KLIPotential

noncomputable section

variable {X ι : Type*} [Fintype X] [Fintype ι]

/-- The average `∑ p(x) f(x)` of a potential `f` over a density `p`, as a linear functional
of `f`. -/
def avg (p : X → ℝ) : (X → ℝ) →ₗ[ℝ] ℝ where
  toFun f := ∑ x, p x * f x
  map_add' f g := by simp [mul_add, sum_add_distrib]
  map_smul' c f := by
    simp only [Pi.smul_apply, smul_eq_mul, RingHom.id_apply, mul_sum]
    exact sum_congr rfl fun x _ => by ring

/-- The KLI equation for a potential `v`, with orbital densities `n i` and orbital-dependent
potentials `u i`. -/
def IsKLI (n u : ι → X → ℝ) (v : X → ℝ) : Prop :=
  ∀ x, (∑ i, n i x) * v x = ∑ i, n i x * (u i x + avg (n i) v - avg (n i) (u i))

/-- The KLI operator: it sends `w` to the density-weighted sum of the deviations of `w` from
its orbital averages. -/
def kliOp (n : ι → X → ℝ) : (X → ℝ) →ₗ[ℝ] (X → ℝ) where
  toFun w := fun x => ∑ i, n i x * (w x - avg (n i) w)
  map_add' v w := by
    ext x
    simp only [map_add, Pi.add_apply, ← sum_add_distrib]
    exact sum_congr rfl fun i _ => by ring
  map_smul' c w := by
    ext x
    simp only [map_smul, Pi.smul_apply, smul_eq_mul, RingHom.id_apply, mul_sum]
    exact sum_congr rfl fun i _ => by ring

/-- The KLI equation says that the KLI operator applied to `v` equals the density-weighted sum
of the deviations of the `u i` from their own orbital averages. -/
theorem isKLI_iff (n u : ι → X → ℝ) (v : X → ℝ) :
    IsKLI n u v ↔ ∀ x, kliOp n v x = ∑ i, n i x * (u i x - avg (n i) (u i)) := by
  refine forall_congr' fun x => ?_
  have e₁ : kliOp n v x = (∑ i, n i x) * v x - ∑ i, n i x * avg (n i) v := by
    change ∑ i, n i x * (v x - avg (n i) v) = _
    rw [sum_mul, ← sum_sub_distrib]
    exact sum_congr rfl fun i _ => by ring
  have e₂ : ∑ i, n i x * (u i x + avg (n i) v - avg (n i) (u i))
      = ∑ i, n i x * (u i x - avg (n i) (u i)) + ∑ i, n i x * avg (n i) v := by
    rw [← sum_add_distrib]
    exact sum_congr rfl fun i _ => by ring
  rw [e₁, e₂]
  constructor <;> intro h <;> linarith

/-- For a normalised density, the deviation of a potential from its average has average zero. -/
theorem sum_deviation (p f : X → ℝ) (hp : ∑ x, p x = 1) :
    ∑ x, p x * (f x - avg p f) = 0 := by
  have h : avg p f = ∑ x, p x * f x := rfl
  simp only [mul_sub, sum_sub_distrib, ← sum_mul, hp, one_mul]
  linarith

/-- For normalised orbital densities, the density-weighted deviations of the orbital potentials
`u i` from their averages sum to zero over space. -/
theorem sum_source (n : ι → X → ℝ) (hn1 : ∀ i, ∑ x, n i x = 1) (u : ι → X → ℝ) :
    ∑ x, ∑ i, n i x * (u i x - avg (n i) (u i)) = 0 := by
  rw [sum_comm]
  exact sum_eq_zero fun i _ => sum_deviation (n i) (u i) (hn1 i)

/-- For normalised orbital densities, the quadratic form of the KLI operator is the sum of the
variances of `w` in the orbitals. -/
theorem quadratic_form_eq_variance (n : ι → X → ℝ) (hn1 : ∀ i, ∑ x, n i x = 1) (w : X → ℝ) :
    ∑ x, w x * kliOp n w x = ∑ i, ∑ x, n i x * (w x - avg (n i) w) ^ 2 := by
  have h : ∀ x, w x * kliOp n w x = ∑ i, w x * (n i x * (w x - avg (n i) w)) := by
    intro x
    change w x * ∑ i, n i x * (w x - avg (n i) w) = _
    rw [mul_sum]
  rw [sum_congr rfl fun x _ => h x, sum_comm]
  refine sum_congr rfl fun i _ => ?_
  -- replacing `w` by its deviation costs a multiple of the mean deviation, which is zero
  have h' : ∑ x, w x * (n i x * (w x - avg (n i) w))
      = ∑ x, n i x * (w x - avg (n i) w) ^ 2
        + avg (n i) w * ∑ x, n i x * (w x - avg (n i) w) := by
    rw [mul_sum, ← sum_add_distrib]
    exact sum_congr rfl fun x _ => by ring
  rw [h', sum_deviation (n i) w (hn1 i), mul_zero, add_zero]

/-- For non-negative, normalised orbital densities, one of which is nowhere zero, the KLI
operator annihilates exactly the constant potentials. -/
theorem kliOp_eq_zero_iff (n : ι → X → ℝ) (hn0 : ∀ i x, 0 ≤ n i x)
    (hn1 : ∀ i, ∑ x, n i x = 1) (k : ι) (hk : ∀ x, 0 < n k x) (w : X → ℝ) :
    kliOp n w = 0 ↔ ∃ c : ℝ, w = fun _ => c := by
  constructor
  · intro h0
    have hz : ∑ i, ∑ x, n i x * (w x - avg (n i) w) ^ 2 = 0 := by
      rw [← quadratic_form_eq_variance n hn1 w, h0]
      simp
    -- every variance vanishes, in particular that of the nodeless orbital
    have hi := (sum_eq_zero_iff_of_nonneg (fun i _ => sum_nonneg fun x _ =>
      mul_nonneg (hn0 i x) (sq_nonneg _))).1 hz k (mem_univ k)
    refine ⟨avg (n k) w, funext fun x => ?_⟩
    have hx := (sum_eq_zero_iff_of_nonneg (fun x _ =>
      mul_nonneg (hn0 k x) (sq_nonneg _))).1 hi x (mem_univ x)
    have hs := (mul_eq_zero.1 hx).resolve_left (hk x).ne'
    exact sub_eq_zero.1 ((pow_eq_zero_iff two_ne_zero).1 hs)
  · rintro ⟨c, rfl⟩
    ext x
    change ∑ i, n i x * (c - ∑ y, n i y * c) = 0
    exact sum_eq_zero fun i _ => by rw [← sum_mul, hn1 i]; ring

/-- Let the orbital densities be non-negative and normalised, and let one of them be nowhere
zero. Then exactly one potential solves the KLI equation and has the same average as `u h` in
the chosen orbital `h` (the HOMO condition). -/
theorem existsUnique_kli (n u : ι → X → ℝ) (hn0 : ∀ i x, 0 ≤ n i x)
    (hn1 : ∀ i, ∑ x, n i x = 1) (k : ι) (hk : ∀ x, 0 < n k x) (h : ι) :
    ∃! v : X → ℝ, IsKLI n u v ∧ avg (n h) v = avg (n h) (u h) := by
  -- add the HOMO average to the KLI operator, which removes its kernel
  obtain ⟨T, hT⟩ : ∃ T : (X → ℝ) →ₗ[ℝ] (X → ℝ),
      ∀ w x, T w x = kliOp n w x + avg (n h) w * n h x :=
    ⟨kliOp n + (avg (n h)).smulRight (n h), fun _ _ => rfl⟩
  have hsum : ∀ w, ∑ x, T w x = avg (n h) w := by
    intro w
    have h1 : ∑ x, kliOp n w x = 0 := sum_source n hn1 (fun _ => w)
    rw [sum_congr rfl fun x _ => hT w x, sum_add_distrib, h1, ← mul_sum, hn1, zero_add, mul_one]
  have hinj : Function.Injective T := by
    refine (injective_iff_map_eq_zero T).2 fun w hw => ?_
    have ha : avg (n h) w = 0 := by
      rw [← hsum w, hw]
      simp
    have hL : kliOp n w = 0 := by
      ext x
      have hx := hT w x
      rw [hw, ha] at hx
      simpa using hx.symm
    obtain ⟨c, rfl⟩ := (kliOp_eq_zero_iff n hn0 hn1 k hk w).1 hL
    have hc : ∑ x, n h x * c = 0 := ha
    rw [← sum_mul, hn1, one_mul] at hc
    rw [hc]
    rfl
  -- in finite dimension an injective operator is also surjective
  obtain ⟨v, hv⟩ := LinearMap.injective_iff_surjective.1 hinj
    (fun x => ∑ i, n i x * (u i x - avg (n i) (u i)) + avg (n h) (u h) * n h x)
  have hv' : ∀ x, T v x
      = ∑ i, n i x * (u i x - avg (n i) (u i)) + avg (n h) (u h) * n h x :=
    fun x => congrFun hv x
  have hav : avg (n h) v = avg (n h) (u h) := by
    rw [← hsum v, sum_congr rfl fun x _ => hv' x, sum_add_distrib, sum_source n hn1 u,
      ← mul_sum, hn1, zero_add, mul_one]
  refine ⟨v, ⟨(isKLI_iff n u v).2 fun x => ?_, hav⟩, fun v' h' => hinj (funext fun x => ?_)⟩
  · have hx := hv' x
    rw [hT, hav] at hx
    linarith
  · rw [hv' x, hT, (isKLI_iff n u v').1 h'.1 x, h'.2]

/-- For non-negative, normalised orbital densities, one of which is nowhere zero, the solutions
of the KLI equation are exactly the constant shifts of any one solution. -/
theorem isKLI_iff_shift (n u : ι → X → ℝ) (hn0 : ∀ i x, 0 ≤ n i x)
    (hn1 : ∀ i, ∑ x, n i x = 1) (k : ι) (hk : ∀ x, 0 < n k x) (v v' : X → ℝ)
    (hv : IsKLI n u v) : IsKLI n u v' ↔ ∃ c : ℝ, v' = fun x => v x + c := by
  rw [isKLI_iff] at hv ⊢
  have h : (∀ x, kliOp n v' x = ∑ i, n i x * (u i x - avg (n i) (u i)))
      ↔ kliOp n (v' - v) = 0 := by
    rw [map_sub, sub_eq_zero, funext_iff]
    exact forall_congr' fun x => by rw [hv x]
  rw [h, kliOp_eq_zero_iff n hn0 hn1 k hk]
  refine exists_congr fun c => ⟨fun e => funext fun x => ?_, fun e => funext fun x => ?_⟩
  · have hx := congrFun e x
    simp only [Pi.sub_apply] at hx
    linarith
  · simp [e]

/-- Let the orbital densities be non-negative and normalised, one of them nowhere zero. If all
orbitals feel the same potential `w`, the KLI equation with the HOMO condition returns `w`. -/
theorem kli_of_common_potential (n : ι → X → ℝ) (hn0 : ∀ i x, 0 ≤ n i x)
    (hn1 : ∀ i, ∑ x, n i x = 1) (k : ι) (hk : ∀ x, 0 < n k x) (h : ι) (w v : X → ℝ) :
    (IsKLI n (fun _ => w) v ∧ avg (n h) v = avg (n h) w) ↔ v = w := by
  have hw : IsKLI n (fun _ => w) w := by
    intro x
    rw [sum_mul]
    exact sum_congr rfl fun i _ => by ring
  constructor
  · intro hv
    exact (existsUnique_kli n (fun _ => w) hn0 hn1 k hk h).unique hv ⟨hw, rfl⟩
  · rintro rfl
    exact ⟨hw, rfl⟩

/-- The density of an orbital localised entirely on the site `i`. -/
def siteDensity [DecidableEq ι] (i x : ι) : ℝ := if i = x then 1 else 0

/-- For orbitals localised on separate sites, every potential solves the KLI equation, and with
at least two sites the HOMO condition does not single out one solution. -/
theorem not_unique_of_localised [DecidableEq ι] [Nontrivial ι] (u : ι → ι → ℝ) (h : ι) :
    (∀ v, IsKLI siteDensity u v) ∧
      ¬ ∃! v : ι → ℝ, IsKLI siteDensity u v ∧
        avg (siteDensity h) v = avg (siteDensity h) (u h) := by
  have ha : ∀ (i : ι) (f : ι → ℝ), avg (siteDensity i) f = f i := by
    intro i f
    change ∑ x, (if i = x then (1 : ℝ) else 0) * f x = f i
    simp
  have hall : ∀ v, IsKLI siteDensity u v := by
    intro v x
    simp only [ha]
    simp [siteDensity]
  refine ⟨hall, fun hu => ?_⟩
  -- two potentials that agree on the HOMO site and differ on another one
  obtain ⟨j, hj⟩ := exists_ne h
  have e := hu.unique (y₁ := fun _ => u h h)
    (y₂ := fun x => if x = h then u h h else u h h + 1)
    ⟨hall _, by simp [ha]⟩ ⟨hall _, by simp [ha]⟩
  have hx := congrFun e j
  simp [hj] at hx

end

end KLIPotential
```

```lean
#print axioms KLIPotential.isKLI_iff_shift
-- 'KLIPotential.isKLI_iff_shift' depends on axioms: [propext, Classical.choice, Quot.sound]
#print axioms KLIPotential.kli_of_common_potential
-- 'KLIPotential.kli_of_common_potential' depends on axioms: [propext, Classical.choice, Quot.sound]
#print axioms KLIPotential.not_unique_of_localised
-- 'KLIPotential.not_unique_of_localised' depends on axioms: [propext, Classical.choice, Quot.sound]
```

`X` is the finite grid and `ι` the finite set of occupied orbitals, each singly occupied, as in one spin channel. `n i x` is n_i(x), `u i x` is u_i(x), and `avg (n i) f` is f̄_i. The sums carry no volume element; on a grid with positive quadrature weights, absorb the weight of each point into `n i x`. `IsKLI n u v` is the KLI equation at every point, and `kliOp n` is K.

The main theorem, `existsUnique_kli`, assumes non-negative densities (`hn0`), normalisation (`hn1`) and an orbital `k` that is positive everywhere (`hk`). The last assumption stands for a nodeless lowest orbital. On a grid it concerns only the values at the grid points, so an orbital that changes sign between them also qualifies. The symbol `∃!` says that a potential with both properties exists and that there is only one.

The letter `h` labels the HOMO, but no orbital energies enter, so the theorem holds for any chosen orbital, including `k`. The HOMO condition is imposed as the choice of the additive constant; in a finite molecule it is the usual choice, meant to make the exchange potential tend to zero far away, although along a nodal plane of the HOMO the limit can be a nonzero constant.

Two further theorems use the same hypotheses. `isKLI_iff_shift` says that, once one solution is known, the solutions of the KLI equation alone are exactly its constant shifts. This answers the worry about one free constant per orbital. `kli_of_common_potential` says that if all orbitals feel the same local potential `w`, KLI with the HOMO condition returns `w`.

`not_unique_of_localised` treats orbitals that each occupy a single, separate site. Every potential then solves the KLI equation, and with at least two sites the HOMO condition does not select one. The total density in this example is 1 on every site, so a positive total density is not enough for uniqueness. The example does not show that a nodeless orbital is necessary: the variance argument also works if the regions where the orbitals are nonzero cover the grid and are linked by a chain of overlaps.

For exact-exchange calculations in electronic structure, the result says that each KLI solve with the HOMO condition on a finite grid has exactly one solution when the orbitals are held fixed and one is nodeless there. Convergence of the self-consistency cycle is a separate question. The theorem does not cover continuous space. There the potentials form an infinite-dimensional space, so the step from injectivity to surjectivity used here would need a different argument, such as reducing the equation to a finite linear system for the orbital averages.

### How Lean assembles the argument

`isKLI_iff` rewrites the KLI equation as Kv = s. It expands both sides into sums over orbitals, after which `linarith` moves the v̄_i terms across. `sum_deviation` is the zero-average identity, and `sum_source` applies it orbital by orbital after exchanging the sums over x and i.

`quadratic_form_eq_variance` is the variance identity, with the same splitting of w as above. `kliOp_eq_zero_iff` then finds the kernel. It uses `sum_eq_zero_iff_of_nonneg` twice: first to pass from a zero sum of variances to a zero variance in orbital `k`, then from that variance to a zero term at each point. Positivity of `n k x` removes the density factor, leaving a squared deviation equal to zero.

In `existsUnique_kli`, the operator `T` is built as `kliOp n` plus a rank-one term made by `smulRight`. The step `hsum` proves Σ_x (Tw)(x) = w̄_h, reusing `sum_source` with every u_i set to w. The step `hinj` proves injectivity, and `LinearMap.injective_iff_surjective` supplies a `v` for the required right side. Summing gives the HOMO condition `hav`, and substituting it back gives the KLI equation. For uniqueness, the final line shows that any competing solution `v'` has the same image under `T` as `v`, and `hinj` then makes the two equal.

For the shift theorem, subtracting two solutions gives an element of the kernel, which is a constant. For a common potential, `w` itself satisfies both conditions, so uniqueness identifies it with `v`. In the localised example, each orbital average is simply the value on its site. The proof then compares two potentials that agree on the HOMO site and differ by 1 on every other site.
